# A density matrix D rotated as exp(tA) D exp(−tA) has initial velocity [A, D]

When a density matrix D is carried along by an orbital rotation, becoming exp(tA) D exp(−tA) at real parameter t, its rate of change at t = 0 is the commutator [A, D] = AD − DA. The matrices are finite and square, with real or complex entries. Nothing else is assumed: A need not be anti-Hermitian, so the rotation need not be unitary, and D may be any matrix, with no condition on its trace or idempotency. The proof differentiates exp(tA) and exp(−tA) at zero, joins the two results by the product rule, and simplifies the outcome to the commutator.

The failing Lean file:

```lean
import Mathlib

open Matrix

namespace HasDerivAtRotate

noncomputable section

attribute [local instance] Matrix.linftyOpNormedRing Matrix.linftyOpNormedAlgebra

variable {n 𝕜 : Type*} [Fintype n] [DecidableEq n] [RCLike 𝕜]

/-- The commutator `[X, Y]` of two matrices. -/
def comm (X Y : Matrix n n 𝕜) : Matrix n n 𝕜 := X * Y - Y * X

/-- The density `exp(tA) D exp(-tA)` after an orbital rotation with generator `A`. -/
def rotate (A : Matrix n n 𝕜) (t : ℝ) (D : Matrix n n 𝕜) : Matrix n n 𝕜 :=
  NormedSpace.exp (t • A) * D * NormedSpace.exp (-(t • A))

/-- A density rotated with generator `A` starts out with velocity `[A, D]`. -/
theorem hasDerivAt_rotate (A D : Matrix n n 𝕜) :
    HasDerivAt (fun t : ℝ => rotate A t D) (comm A D) 0 := by
  have h1 : HasDerivAt (fun t : ℝ => NormedSpace.exp (t • A)) A 0 := by
    simpa using hasDerivAt_exp_smul_const A (0 : ℝ)
  have h2 : HasDerivAt (fun t : ℝ => NormedSpace.exp (-(t • A))) (-A) 0 := by
    simpa using hasDerivAt_exp_smul_const (-A) (0 : ℝ)
  refine ((h1.mul_const D).fun_mul h2).congr_deriv ?_
  simp [comm, sub_eq_add_neg]

end

end HasDerivAtRotate
```

Messages:

```
Main.lean:24:4: error: Type mismatch: After simplification, term
  hasDerivAt_exp_smul_const A 0
 has type
  @HasDerivAt ℝ DenselyNormedField.toNontriviallyNormedField (Matrix n n 𝕜) Matrix.linftyOpNormedRing.toAddCommGroup
    (NormedAlgebra.toNormedSpace (Matrix n n 𝕜)).toModule PseudoMetricSpace.toUniformSpace.toTopologicalSpace ⋯
    (fun u => NormedSpace.exp (u • A)) A 0
but is expected to have type
  @HasDerivAt ℝ DenselyNormedField.toNontriviallyNormedField (Matrix n n 𝕜) addCommGroup module
    instTopologicalSpaceMatrix ⋯ (fun t => NormedSpace.exp (t • A)) A 0
Main.lean:26:4: error: Type mismatch: After simplification, term
  hasDerivAt_exp_smul_const (-A) 0
 has type
  @HasDerivAt ℝ DenselyNormedField.toNontriviallyNormedField (Matrix n n 𝕜) Matrix.linftyOpNormedRing.toAddCommGroup
    (NormedAlgebra.toNormedSpace (Matrix n n 𝕜)).toModule PseudoMetricSpace.toUniformSpace.toTopologicalSpace ⋯
    (fun u => NormedSpace.exp (-(u • A))) (-A) 0
but is expected to have type
  @HasDerivAt ℝ DenselyNormedField.toNontriviallyNormedField (Matrix n n 𝕜) addCommGroup module
    instTopologicalSpaceMatrix ⋯ (fun t => NormedSpace.exp (-(t • A))) (-A) 0
```

Diagnosis. Both errors have the same cause. In each, `simpa` has already brought `hasDerivAt_exp_smul_const` to the right function and the right derivative, `A` or `-A`. What differs is the structure on the matrix space. The lemma takes its addition and topology from the normed ring `Matrix.linftyOpNormedRing` and its scalar multiplication from the normed algebra over ℝ, while the goal uses the matrices' own instances, such as `instTopologicalSpaceMatrix`. These are equal by definition, but Lean has to unfold them to see it, and the check that ends `simpa` doesn't unfold them far enough.

The repair separates simplifying from checking. `simp only … at h` does the rewriting that is still needed: it reduces the exponential at zero to 1 and removes that factor, and in the second case `smul_neg` also turns `u • -A` into `-(u • A)`. Then `exact h` compares `h` with the goal, unfolding more than `simpa` did, and accepts the two structures as the same.

This version goes through:

```diff
@@ -22,7 +22,11 @@
     HasDerivAt (fun t : ℝ => rotate A t D) (comm A D) 0 := by
   have h1 : HasDerivAt (fun t : ℝ => NormedSpace.exp (t • A)) A 0 := by
-    simpa using hasDerivAt_exp_smul_const A (0 : ℝ)
+    have h := hasDerivAt_exp_smul_const A (0 : ℝ)
+    simp only [zero_smul, NormedSpace.exp_zero, one_mul] at h
+    exact h
   have h2 : HasDerivAt (fun t : ℝ => NormedSpace.exp (-(t • A))) (-A) 0 := by
-    simpa using hasDerivAt_exp_smul_const (-A) (0 : ℝ)
+    have h := hasDerivAt_exp_smul_const (-A) (0 : ℝ)
+    simp only [smul_neg, zero_smul, neg_zero, NormedSpace.exp_zero, one_mul] at h
+    exact h
   refine ((h1.mul_const D).fun_mul h2).congr_deriv ?_
   simp [comm, sub_eq_add_neg]
```
